# The ladder operators of two oscillator modes obey the canonical commutation relations

`ladder_comm` concerns two oscillator modes, a and b, whose states are finite complex combinations of number states and need not be normalised. The ladder operators are defined by their usual square-root action on the number states. The theorem says that aa† − a†a and bb† − b†b are each the identity, and that both ladder operators of one mode commute with both of the other. The proof compares the amplitudes of the two sides at each pair of occupation numbers (m, n), and in the first two relations it treats an occupation of zero separately.

As first written in Lean, the proof fails:

```lean
import Mathlib

open ComplexConjugate

namespace LadderComm

noncomputable section

/-- Vibrational states of the two circular bending modes: finitely many occupied number states. -/
abbrev Osc := (ℕ × ℕ) →₀ ℂ

/-- The square root of an occupation number, as a complex scalar. -/
def rt (n : ℕ) : ℂ := ((Real.sqrt (n : ℝ) : ℝ) : ℂ)

/-- The number state with `m` quanta in mode a and `n` quanta in mode b. -/
def ket (m n : ℕ) : Osc := Finsupp.single (m, n) 1

/-- The annihilation operator a. -/
def lowerA : Module.End ℂ Osc :=
  Finsupp.linearCombination ℂ fun p : ℕ × ℕ => rt p.1 • ket (p.1 - 1) p.2

/-- The creation operator a†. -/
def raiseA : Module.End ℂ Osc :=
  Finsupp.linearCombination ℂ fun p : ℕ × ℕ => rt (p.1 + 1) • ket (p.1 + 1) p.2

/-- The annihilation operator b. -/
def lowerB : Module.End ℂ Osc :=
  Finsupp.linearCombination ℂ fun p : ℕ × ℕ => rt p.2 • ket p.1 (p.2 - 1)

/-- The creation operator b†. -/
def raiseB : Module.End ℂ Osc :=
  Finsupp.linearCombination ℂ fun p : ℕ × ℕ => rt (p.2 + 1) • ket p.1 (p.2 + 1)

/-- The square root of an occupation number squares to that number. -/
theorem rt_mul_self (n : ℕ) : rt n * rt n = (n : ℂ) := by
  unfold rt
  rw [← Complex.ofReal_mul, Real.mul_self_sqrt (Nat.cast_nonneg n), Complex.ofReal_natCast]

/-- The amplitudes of a state after the action of each of the four ladder operators. -/
theorem ladder_apply (f : Osc) (m n : ℕ) :
    lowerA f (m, n) = rt (m + 1) * f (m + 1, n) ∧
    raiseA f (m, n) = rt m * f (m - 1, n) ∧
    lowerB f (m, n) = rt (n + 1) * f (m, n + 1) ∧
    raiseB f (m, n) = rt n * f (m, n - 1) := by
  induction f using Finsupp.induction_linear with
  | zero => simp
  | add f g hf hg => simp [mul_add, hf, hg]
  | single p z =>
    obtain ⟨k, l⟩ := p
    refine ⟨?_, ?_, ?_, ?_⟩
    · rcases k with _ | k
      · simp [lowerA, ket, rt]
      · by_cases hk : k = m <;> by_cases hl : l = n <;>
          simp [lowerA, ket, hk, hl, mul_comm]
    · rcases m with _ | m
      · simp [raiseA, ket, rt, Finsupp.single_apply]
      · by_cases hk : k = m <;> by_cases hl : l = n <;>
          simp [raiseA, ket, hk, hl, mul_comm]
    · rcases l with _ | l
      · simp [lowerB, ket, rt]
      · by_cases hk : k = m <;> by_cases hl : l = n <;>
          simp [lowerB, ket, hk, hl, mul_comm]
    · rcases n with _ | n
      · simp [raiseB, ket, rt, Finsupp.single_apply]
      · by_cases hk : k = m <;> by_cases hl : l = n <;>
          simp [raiseB, ket, hk, hl, mul_comm]

/-- The ladder operators obey the canonical commutation relations, and the two modes commute. -/
theorem ladder_comm :
    lowerA * raiseA - raiseA * lowerA = 1 ∧ lowerB * raiseB - raiseB * lowerB = 1 ∧
    lowerA * lowerB = lowerB * lowerA ∧ lowerA * raiseB = raiseB * lowerA ∧
    raiseA * lowerB = lowerB * raiseA ∧ raiseA * raiseB = raiseB * raiseA := by
  refine ⟨?_, ?_, ?_, ?_, ?_, ?_⟩ <;> refine LinearMap.ext fun f => Finsupp.ext ?_ <;>
    rintro ⟨m, n⟩ <;>
    simp only [LinearMap.sub_apply, Module.End.mul_apply, Module.End.one_apply,
      Finsupp.sub_apply, ladder_apply, Nat.add_sub_cancel]
  · rcases m with _ | m
    · linear_combination f (0, n) * rt_mul_self 1 - rt_mul_self 0 * f (0 - 1 + 1, n) +
        (Nat.cast_one (R := ℂ)) * f (0, n) - (Nat.cast_zero (R := ℂ)) * f (0 - 1 + 1, n) +
        (show rt 0 = 0 by simp [rt]) * (rt 0 * f (0 - 1 + 1, n) - rt (0 - 1 + 1) * f (0 - 1 + 1, n))
    · have h1 := rt_mul_self (m + 1 + 1)
      have h2 := rt_mul_self (m + 1)
      push_cast at h1 h2
      simp only [Nat.add_sub_cancel]
      linear_combination f (m + 1, n) * h1 - f (m + 1, n) * h2
  · rcases n with _ | n
    · have h0 : rt 0 = 0 := by simp [rt]
      have h1 : rt (0 + 1) = 1 := by simp [rt]
      rw [h0, h1]
      ring
    · have h1 := rt_mul_self (n + 1 + 1)
      have h2 := rt_mul_self (n + 1)
      push_cast at h1 h2
      simp only [Nat.add_sub_cancel]
      linear_combination f (m, n + 1) * h1 - f (m, n + 1) * h2
  all_goals ring

end

end LadderComm
```

The compiler's answer:

```
Main.lean:80:9: error: Type mismatch
  this
has type
  rt 0 = 0
of sort `Prop` but is expected to have type
  ℂ
of sort `Type`
Main.lean:80:8: warning: this constant has no effect on the linear combination; it can be dropped from the term
Main.lean:78:6: error: ring failed, ring expressions not equal
f : Osc
n : ℕ
⊢ -(rt (0 + 1) * rt 0 * f (0 - 1 + 1, n)) + rt 0 ^ 2 * f (0 - 1 + 1, n) = 0
```

The mended proof, as a diff:

```diff
@@ -76,7 +76,8 @@
       Finsupp.sub_apply, ladder_apply, Nat.add_sub_cancel]
   · rcases m with _ | m
-    · linear_combination f (0, n) * rt_mul_self 1 - rt_mul_self 0 * f (0 - 1 + 1, n) +
-        (Nat.cast_one (R := ℂ)) * f (0, n) - (Nat.cast_zero (R := ℂ)) * f (0 - 1 + 1, n) +
-        (show rt 0 = 0 by simp [rt]) * (rt 0 * f (0 - 1 + 1, n) - rt (0 - 1 + 1) * f (0 - 1 + 1, n))
+    · have h0 : rt 0 = 0 := by simp [rt]
+      have h1 : rt (0 + 1) = 1 := by simp [rt]
+      rw [h0, h1]
+      ring
     · have h1 := rt_mul_self (m + 1 + 1)
       have h2 := rt_mul_self (m + 1)
```

The failure is in the relation for mode a at m = 0. `linear_combination` elaborates each term it is given with ℂ, the type of the goal's two sides, as the expected type. For a lemma such as `rt_mul_self 1` this is only a hint, but `show rt 0 = 0 by simp [rt]` passes it on to its result, `this`, which is a proof of an equation and not a complex number. That is the type mismatch.

The warning shows that the failed term was then counted as a constant, which adds nothing to the combination. The equation `rt 0 = 0` was therefore never used, and `ring` was left with two terms that vanish only because of it.

The repair proves `rt 0 = 0` in a separate `have`, where no complex number is expected. It also proves `rt (0 + 1) = 1` and rewrites the goal with both. The a†a term then has a factor of zero, the aa† term reduces to `f (0, n)`, and `ring` closes the goal.
